# The Wigner-Seitz cell of a lattice with linearly independent primitive vectors has volume |det A|

In a body-centred cubic crystal with cubic edge $a$, the Wigner-Seitz cell is a truncated octahedron, while the three usual primitive vectors span a slanted parallelepiped. Both have volume $a^3/2$. For bcc I can check this with solid geometry, but for a general triclinic lattice the cell has faces that I can't write down in advance, and I still use $|\det A|$ for its volume.

What bothers me is the boundary. A point on a face is equally close to two lattice points, so it belongs to two cells, whereas a half-open parallelepiped has no such double counting. Is the equality of volumes really exact for every lattice, and does it carry over to the first Brillouin zone?

## Two tilings by the same translations

Yes to both. The shape of the cell is never needed: both cells tile space under the same translations, and the shared faces have zero volume.

Let the columns of the real $n\times n$ matrix $A$ be the primitive vectors, with $\det A\neq0$. The lattice vectors are $v=Am$ with $m\in\mathbb Z^n$. The Wigner-Seitz cell $W$ is the set of points $x$ with $\|x\|\le\|x-v\|$ for every lattice vector $v$, where $\|\cdot\|$ is Euclidean length. Write $P=A[0,1)^n$ for the parallelepiped.

**Half-spaces.** Squaring $\|x\|\le\|x-v\|$ gives $x\cdot x\le x\cdot x-2x\cdot v+v\cdot v$, that is,
$$2x\cdot v\le v\cdot v .$$
So $W$ is an intersection of closed half-spaces and is closed.

**Translates of $W$ cover space.** Fix $x$. If $\|x-Am\|\le\|x\|$, then $\|Am\|\le2\|x\|$, and $m=A^{-1}(Am)$ gives $|m_i|\le2\|A^{-1}\|\,\|x\|$. Only finitely many integer vectors satisfy this, so some $k$ minimises $\|x-Ak\|$. For every $m$,
$$\|x-Ak\|\le\|x-A(k+m)\|=\|(x-Ak)-Am\|,$$
so $x-Ak\in W$.

**The overlaps have zero volume.** Let $v\ne0$, and suppose that $x$ and $x-v$ both lie in $W$. The first membership gives $2x\cdot v\le v\cdot v$. The second, tested against the lattice vector $-v$, gives $-2(x-v)\cdot v\le v\cdot v$, hence $2x\cdot v\ge v\cdot v$. Thus $2x\cdot v=v\cdot v$: the doubly counted points lie in the bisecting hyperplane, which has measure zero.

**Translates of $P$ cover each point once.** Put $y=A^{-1}x$. Then $x+Am\in P$ means $0\le y_i+m_i<1$ for every $i$, which holds only for $m_i=-\lfloor y_i\rfloor$. Since $A$ scales volume by $|\det A|$ and the unit cube has volume 1, $\mathrm{vol}(P)=|\det A|$.

**Comparison.** Cut $P$ along the translates of $W$, and move each part back:
$$\mathrm{vol}(P)=\sum_v\mathrm{vol}\big(P\cap(W+v)\big)=\sum_v\mathrm{vol}\big((P-v)\cap W\big)=\mathrm{vol}(W).$$
The sums run over a countable lattice. The first equality uses the tiling by $W$, the second translation invariance, the third the tiling by $P$.

**Reciprocal space.** The first Brillouin zone is the Wigner-Seitz cell of the reciprocal lattice, whose primitive vectors are the columns of $B=2\pi(A^{-1})^{T}$, so that $B^TA=2\pi I$. Since $\det B=(2\pi)^n/\det A$, the same result applied to $B$ gives the Brillouin-zone volume $(2\pi)^n/|\det A|$.

## The smallest dimensions and a vanishing lattice constant

For $n=1$ and $A=(a)$ with $a\ne0$, the cell is $[-|a|/2,|a|/2]$, of length $|a|$. This length tends to zero with $a$, but at $a=0$ every lattice vector is zero and the cell is the whole line. The formula therefore fails for that singular matrix. For $n=0$, space is one point of volume 1, and the empty determinant is also 1.

## What the Lean statements say

Points have type `Fin n → ℝ`, and `volume` is Lebesgue measure. The built-in norm on this type is the largest absolute coordinate, so `wignerSeitz` uses `WithLp.toLp 2` to obtain Euclidean length. `latticeVec A m` is $Am$, `bravais A` is the group of these translations, and `primitiveCell A` is $P$. The Wigner-Seitz cell includes its faces.

The theorem `volume_wignerSeitz` assumes only `A.det ≠ 0`, the linear independence of the primitive vectors, and holds for every natural number `n`. Its right-hand side, `ENNReal.ofReal |A.det|`, is $|\det A|$ read as a possible value of a measure, so the volume is in particular finite. `volume_brillouinZone` fixes the convention with $2\pi$ in the reciprocal vectors.

The step to a real crystal is the choice of $A$: nothing in the hypotheses says that its columns generate all the translations of the crystal. With the conventional cubic vectors of bcc, the theorem correctly returns $a^3$, which is the cell volume of the simple cubic sublattice and twice the primitive volume.

In electronic-structure calculations for an ideal periodic crystal, $|\det A|/(2\pi)^n$ is the factor that turns an integral over the first Brillouin zone into an average over it.

```lean
import Mathlib

open MeasureTheory Matrix
open scoped Pointwise

namespace WignerSeitzVolume

noncomputable section

variable {n : ℕ}

/-- The lattice vector `A m` with integer coordinates `m`; the columns of `A` are the
primitive vectors. -/
def latticeVec (A : Matrix (Fin n) (Fin n) ℝ) (m : Fin n → ℤ) : Fin n → ℝ :=
  A *ᵥ (fun i => (m i : ℝ))

/-- The Bravais lattice: the group of all translations `A m` with `m` integer. -/
def bravais (A : Matrix (Fin n) (Fin n) ℝ) : AddSubgroup (Fin n → ℝ) where
  carrier := Set.range (latticeVec A)
  zero_mem' := ⟨0, by ext i; simp [latticeVec, Matrix.mulVec, dotProduct]⟩
  add_mem' := by
    rintro _ _ ⟨a, rfl⟩ ⟨b, rfl⟩
    exact ⟨a + b, by
      ext i; simp [latticeVec, Matrix.mulVec, dotProduct, mul_add, Finset.sum_add_distrib]⟩
  neg_mem' := by
    rintro _ ⟨a, rfl⟩
    exact ⟨-a, by ext i; simp [latticeVec, Matrix.mulVec, dotProduct]⟩

/-- The Wigner-Seitz cell: all points at least as close, in Euclidean distance, to the origin
as to any lattice point. -/
def wignerSeitz (A : Matrix (Fin n) (Fin n) ℝ) : Set (Fin n → ℝ) :=
  {x | ∀ m : Fin n → ℤ, ‖WithLp.toLp 2 x‖ ≤ ‖WithLp.toLp 2 (x - latticeVec A m)‖}

/-- The primitive parallelepiped: all combinations of the primitive vectors with
coefficients in `[0, 1)`. -/
def primitiveCell (A : Matrix (Fin n) (Fin n) ℝ) : Set (Fin n → ℝ) :=
  (fun y => A *ᵥ y) '' Set.univ.pi (fun _ => Set.Ico (0 : ℝ) 1)

/-- The squared Euclidean length is the dot product of a vector with itself. -/
theorem norm_sq_eq_dot (x : Fin n → ℝ) : ‖WithLp.toLp 2 x‖ ^ 2 = x ⬝ᵥ x := by
  rw [EuclideanSpace.norm_sq_eq]
  refine Finset.sum_congr rfl fun i _ => ?_
  change ‖x i‖ ^ 2 = x i * x i
  rw [Real.norm_eq_abs, sq_abs, sq]

/-- The Wigner-Seitz cell is the intersection of the half-spaces `2 x·v ≤ v·v` bounded by the
perpendicular bisectors of the lattice vectors `v`. -/
theorem mem_wignerSeitz_iff (A : Matrix (Fin n) (Fin n) ℝ) (x : Fin n → ℝ) :
    x ∈ wignerSeitz A ↔
      ∀ m, 2 * (x ⬝ᵥ latticeVec A m) ≤ latticeVec A m ⬝ᵥ latticeVec A m := by
  refine forall_congr' fun m => ?_
  rw [← sq_le_sq₀ (norm_nonneg _) (norm_nonneg _), norm_sq_eq_dot, norm_sq_eq_dot,
    sub_dotProduct, dotProduct_sub, dotProduct_sub, dotProduct_comm (latticeVec A m) x]
  constructor <;> intro h <;> linarith

/-- For linearly independent primitive vectors, `A⁻¹` recovers the integer coordinates of a
lattice vector. -/
theorem inv_mulVec_latticeVec {A : Matrix (Fin n) (Fin n) ℝ} (hA : A.det ≠ 0)
    (m : Fin n → ℤ) : A⁻¹ *ᵥ latticeVec A m = fun i => (m i : ℝ) := by
  rw [latticeVec, Matrix.mulVec_mulVec, Matrix.nonsing_inv_mul A (isUnit_iff_ne_zero.mpr hA),
    Matrix.one_mulVec]

/-- For linearly independent primitive vectors, every point of space can be moved into the
Wigner-Seitz cell by a lattice translation. -/
theorem wignerSeitz_covers {A : Matrix (Fin n) (Fin n) ℝ} (hA : A.det ≠ 0)
    (x : Fin n → ℝ) : ∃ m, x - latticeVec A m ∈ wignerSeitz A := by
  let f : (Fin n → ℤ) → ℝ := fun m => ‖WithLp.toLp 2 (x - latticeVec A m)‖
  let L := LinearMap.toContinuousLinearMap (Matrix.mulVecLin A⁻¹)
  -- only finitely many lattice points are as close to `x` as the origin
  have hfin : {m | f m ≤ f 0}.Finite := by
    obtain ⟨N, hN⟩ := exists_nat_ge (‖L‖ * (‖x‖ + f 0))
    refine (Set.finite_Icc (fun _ => -(N : ℤ)) (fun _ => (N : ℤ))).subset fun m hm => ?_
    have hsup : ‖x - latticeVec A m‖ ≤ f 0 :=
      (pi_norm_le_iff_of_nonneg (norm_nonneg _)).2 fun i =>
        (PiLp.norm_apply_le (WithLp.toLp 2 (x - latticeVec A m)) i).trans hm
    have hv : ‖latticeVec A m‖ ≤ ‖x‖ + f 0 := by
      have h := norm_sub_le x (x - latticeVec A m)
      rw [sub_sub_cancel] at h
      linarith
    have h1 : L (latticeVec A m) = fun i => (m i : ℝ) := inv_mulVec_latticeVec hA m
    have hi : ∀ i, |(m i : ℝ)| ≤ N := fun i =>
      calc |(m i : ℝ)| = ‖L (latticeVec A m) i‖ := by rw [h1, Real.norm_eq_abs]
        _ ≤ ‖L (latticeVec A m)‖ := norm_le_pi_norm _ i
        _ ≤ ‖L‖ * ‖latticeVec A m‖ := L.le_opNorm _
        _ ≤ ‖L‖ * (‖x‖ + f 0) := mul_le_mul_of_nonneg_left hv (norm_nonneg _)
        _ ≤ N := hN
    exact ⟨fun i => by have := (abs_le.1 (hi i)).1; exact_mod_cast this,
      fun i => by have := (abs_le.1 (hi i)).2; exact_mod_cast this⟩
  -- so a nearest lattice point exists
  obtain ⟨k, hk, hmin⟩ := Set.exists_min_image _ f hfin ⟨0, le_refl (f 0)⟩
  refine ⟨k, fun m => ?_⟩
  have hadd : x - latticeVec A k - latticeVec A m = x - latticeVec A (k + m) := by
    ext i
    simp [latticeVec, Matrix.mulVec, dotProduct, mul_add, Finset.sum_add_distrib]
    ring
  rw [hadd]
  rcases le_total (f (k + m)) (f 0) with h | h
  · exact hmin _ h
  · exact le_trans hk h

/-- The Wigner-Seitz cell and its translate by a non-zero lattice vector overlap in a set of
zero volume. -/
theorem wignerSeitz_overlap (A : Matrix (Fin n) (Fin n) ℝ) {m : Fin n → ℤ}
    (hm : latticeVec A m ≠ 0) :
    volume (wignerSeitz A ∩ {x | x - latticeVec A m ∈ wignerSeitz A}) = 0 := by
  have hneg : latticeVec A (-m) = -latticeVec A m := by
    ext i; simp [latticeVec, Matrix.mulVec, dotProduct]
  set v := latticeVec A m with hv
  let K : Submodule ℝ (Fin n → ℝ) :=
    { carrier := {y | y ⬝ᵥ v = 0}
      zero_mem' := zero_dotProduct v
      add_mem' := fun {a b} ha hb => by
        change (a + b) ⬝ᵥ v = 0
        rw [add_dotProduct, show a ⬝ᵥ v = 0 from ha, show b ⬝ᵥ v = 0 from hb, add_zero]
      smul_mem' := fun c a ha => by
        change (c • a) ⬝ᵥ v = 0
        rw [smul_dotProduct, show a ⬝ᵥ v = 0 from ha, smul_zero] }
  have hK : K ≠ ⊤ := fun h => by
    have hvK : v ∈ K := h ▸ Submodule.mem_top
    exact hm (dotProduct_self_eq_zero.1 hvK)
  have hnull : volume ((fun y => y + (-(1 / 2 : ℝ)) • v) ⁻¹' (K : Set (Fin n → ℝ))) = 0 := by
    rw [measure_preimage_add_right]
    exact Measure.addHaar_submodule volume K hK
  -- common points lie on the perpendicular bisector of `v`
  refine measure_mono_null ?_ hnull
  rintro x ⟨hx, hx'⟩
  have h1 := (mem_wignerSeitz_iff A x).1 hx m
  have h2 := (mem_wignerSeitz_iff A _).1 hx' (-m)
  rw [← hv] at h1
  rw [hneg, dotProduct_neg, dotProduct_neg, neg_dotProduct, sub_dotProduct] at h2
  change (x + (-(1 / 2 : ℝ)) • v) ⬝ᵥ v = 0
  rw [add_dotProduct, smul_dotProduct, smul_eq_mul]
  linarith

/-- For linearly independent primitive vectors, the Wigner-Seitz cell is a fundamental domain of the
lattice: its translates cover almost every point of space and overlap only in zero volume. -/
theorem wignerSeitz_tiles {A : Matrix (Fin n) (Fin n) ℝ} (hA : A.det ≠ 0) :
    IsAddFundamentalDomain (bravais A) (wignerSeitz A) volume := by
  have hclosed : IsClosed (wignerSeitz A) := by
    have h : wignerSeitz A = ⋂ m, {x | 2 * (x ⬝ᵥ latticeVec A m) ≤
        latticeVec A m ⬝ᵥ latticeVec A m} := by
      ext x
      rw [mem_wignerSeitz_iff, Set.mem_iInter]
      rfl
    rw [h]
    exact isClosed_iInter fun m =>
      isClosed_le (by unfold dotProduct; fun_prop) continuous_const
  refine IsAddFundamentalDomain.mk'' hclosed.measurableSet.nullMeasurableSet
    (Filter.Eventually.of_forall fun x => ?_) ?_
    (fun g => (measurePreserving_vadd g volume).quasiMeasurePreserving)
  · obtain ⟨m, hm⟩ := wignerSeitz_covers hA x
    refine ⟨-⟨latticeVec A m, m, rfl⟩, ?_⟩
    change -latticeVec A m + x ∈ wignerSeitz A
    rwa [neg_add_eq_sub]
  · rintro ⟨_, m, rfl⟩ hg
    have hm : latticeVec A m ≠ 0 := fun h => hg (Subtype.ext h)
    refine measure_mono_null ?_ (wignerSeitz_overlap A hm)
    rintro _ ⟨⟨y, hy, rfl⟩, hx⟩
    refine ⟨hx, ?_⟩
    change latticeVec A m + y - latticeVec A m ∈ wignerSeitz A
    rwa [add_sub_cancel_left]

/-- For linearly independent primitive vectors, the primitive parallelepiped is a fundamental
domain of the lattice. -/
theorem primitiveCell_tiles {A : Matrix (Fin n) (Fin n) ℝ} (hA : A.det ≠ 0) :
    IsAddFundamentalDomain (bravais A) (primitiveCell A) volume := by
  have hu := isUnit_iff_ne_zero.mpr hA
  have hmem : ∀ x, x ∈ primitiveCell A ↔ ∀ i, (A⁻¹ *ᵥ x) i ∈ Set.Ico (0 : ℝ) 1 := by
    intro x
    constructor
    · rintro ⟨y, hy, rfl⟩ i
      change (A⁻¹ *ᵥ (A *ᵥ y)) i ∈ _
      rw [Matrix.mulVec_mulVec, Matrix.nonsing_inv_mul A hu, Matrix.one_mulVec]
      exact hy i (Set.mem_univ i)
    · intro h
      refine ⟨A⁻¹ *ᵥ x, fun i _ => h i, ?_⟩
      change A *ᵥ (A⁻¹ *ᵥ x) = x
      rw [Matrix.mulVec_mulVec, Matrix.mul_nonsing_inv A hu, Matrix.one_mulVec]
  have hmeas : MeasurableSet (primitiveCell A) := by
    have h : primitiveCell A =
        (Matrix.mulVecLin A⁻¹) ⁻¹' Set.univ.pi (fun _ => Set.Ico (0 : ℝ) 1) := by
      ext x
      rw [hmem]
      exact ⟨fun h i _ => h i, fun h i => h i (Set.mem_univ i)⟩
    rw [h]
    exact (Matrix.mulVecLin A⁻¹).continuous_of_finiteDimensional.measurable
      (MeasurableSet.univ_pi fun _ => measurableSet_Ico)
  have hshift : ∀ m x i, (A⁻¹ *ᵥ (latticeVec A m + x)) i = m i + (A⁻¹ *ᵥ x) i := by
    intro m x i
    rw [Matrix.mulVec_add, inv_mulVec_latticeVec hA, Pi.add_apply]
  -- the translation is fixed by the integer parts of the coordinates
  refine IsAddFundamentalDomain.mk' hmeas.nullMeasurableSet fun x => ?_
  refine ⟨⟨latticeVec A (fun i => -⌊(A⁻¹ *ᵥ x) i⌋), _, rfl⟩, ?_, ?_⟩
  · change latticeVec A _ + x ∈ primitiveCell A
    refine (hmem _).2 fun i => ?_
    rw [hshift]
    push_cast
    constructor
    · linarith [Int.floor_le ((A⁻¹ *ᵥ x) i)]
    · linarith [Int.lt_floor_add_one ((A⁻¹ *ᵥ x) i)]
  · rintro ⟨_, m, rfl⟩ hx
    change latticeVec A m + x ∈ primitiveCell A at hx
    refine Subtype.ext (congrArg (latticeVec A) (funext fun i => ?_))
    have h := (hmem _).1 hx i
    rw [hshift] at h
    have hf : ⌊(A⁻¹ *ᵥ x) i⌋ = -m i := by
      rw [Int.floor_eq_iff]
      push_cast
      constructor
      · linarith [h.1]
      · linarith [h.2]
    rw [hf, neg_neg]

/-- The primitive parallelepiped has volume `|det A|`. -/
theorem volume_primitiveCell (A : Matrix (Fin n) (Fin n) ℝ) :
    volume (primitiveCell A) = ENNReal.ofReal |A.det| := by
  have h : primitiveCell A =
      Matrix.toLin' A '' Set.univ.pi (fun _ => Set.Ico (0 : ℝ) 1) :=
    Set.image_congr fun y _ => (Matrix.toLin'_apply A y).symm
  rw [h, Measure.addHaar_image_linearMap, LinearMap.det_toLin', volume_pi_pi]
  simp [Real.volume_Ico]

/-- For linearly independent primitive vectors, the Wigner-Seitz cell has volume `|det A|`. -/
theorem volume_wignerSeitz {A : Matrix (Fin n) (Fin n) ℝ} (hA : A.det ≠ 0) :
    volume (wignerSeitz A) = ENNReal.ofReal |A.det| := by
  have : Countable (bravais A) := (Set.countable_range (latticeVec A)).to_subtype
  rw [← volume_primitiveCell A]
  exact (wignerSeitz_tiles hA).measure_eq (primitiveCell_tiles hA)

/-- For linearly independent primitive vectors, the first Brillouin zone, which is the
Wigner-Seitz cell of the reciprocal vectors `2π (A⁻¹)ᵀ`, has volume `(2π)ⁿ / |det A|`. -/
theorem volume_brillouinZone {A : Matrix (Fin n) (Fin n) ℝ} (hA : A.det ≠ 0) :
    volume (wignerSeitz ((2 * Real.pi) • (A⁻¹)ᵀ)) =
      ENNReal.ofReal ((2 * Real.pi) ^ n / |A.det|) := by
  have hpi : 0 < (2 * Real.pi) ^ n := by positivity
  have hdet : ((2 * Real.pi) • (A⁻¹)ᵀ).det = (2 * Real.pi) ^ n / A.det := by
    rw [Matrix.det_smul, Matrix.det_transpose, Matrix.det_nonsing_inv, Ring.inverse_eq_inv',
      Fintype.card_fin, div_eq_mul_inv]
  rw [volume_wignerSeitz (by rw [hdet]; exact div_ne_zero hpi.ne' hA), hdet, abs_div,
    abs_of_pos hpi]

end

end WignerSeitzVolume
```

```lean
#print axioms WignerSeitzVolume.volume_wignerSeitz
-- 'WignerSeitzVolume.volume_wignerSeitz' depends on axioms: [propext, Classical.choice, Quot.sound]
#print axioms WignerSeitzVolume.volume_brillouinZone
-- 'WignerSeitzVolume.volume_brillouinZone' depends on axioms: [propext, Classical.choice, Quot.sound]
```

## From half-spaces to equal measures in the code

`norm_sq_eq_dot` and `mem_wignerSeitz_iff` give the half-space form: `sq_le_sq₀` squares both sides, and `linarith` cancels $x\cdot x$. `inv_mulVec_latticeVec` recovers $m$ from $Am$.

In `wignerSeitz_covers`, `f m` is the distance from $x$ to $Am$, and `L` is $A^{-1}$ as a bounded linear map. The bound on $m_i$ is a variant of the one above, `‖L‖ * (‖x‖ + f 0)`: here `‖x‖` is the largest absolute coordinate of $x$, which never exceeds its Euclidean length `f 0`, and `‖L‖` is the operator norm that belongs to the largest-coordinate norm. This bound confines the candidates to a finite integer box, and `Set.exists_min_image` picks the nearest. Lattice points outside the candidate set are farther from $x$ than the origin is, so they can't beat the minimum; the final case split says this.

`wignerSeitz_overlap` builds the subspace `K` of vectors orthogonal to $v$. It is a proper subspace because $v\cdot v\neq0$, so `Measure.addHaar_submodule` gives it measure zero. The bisector is `K` shifted by $v/2$, and the two half-space inequalities place every common point on it.

`wignerSeitz_tiles` combines closedness, covering and null overlaps into `IsAddFundamentalDomain`, Mathlib's notion of a tiling up to measure zero. This is where your boundary worry is settled: the definition allows shared faces. `primitiveCell_tiles` proves the same property for $P$ through the stricter condition that exactly one translation brings each point into the cell, with the floor function supplying it.

`volume_primitiveCell` is the determinant rule for the image of the unit cube, and needs no invertibility. `volume_wignerSeitz` then applies `measure_eq`, which carries out the comparison of the two tilings for a countable group. Finally, `volume_brillouinZone` computes the determinant of the reciprocal matrix, checks that it is non-zero, and applies the main theorem to it.
